# At a fixed velocity parameter and a fixed energy in the gap, underestimating a two-band gap inflates the tunnelling factor exponentially with length

## Two bands and an evanescent wave

Let D be half the band gap, v > 0 a velocity parameter with ħ absorbed (energy times length), and E the energy measured from midgap. At complex wavenumber k the Hamiltonian is

H(k) = [[D, vk], [vk, −D]].

Inside the gap a wave decays as exp(−κx), which corresponds to k = iκ with κ ≥ 0. The secular determinant is then

det(H(iκ) − E) = (D − E)(−D − E) − (ivκ)² = v²κ² − (D² − E²).

For |E| ≤ D it vanishes exactly when

κ = √(D² − E²)/v.

A barrier of length L is assigned the tunnelling factor T = exp(−2κL), the squared amplitude decay of this one wave.

## Bounds on the inflation

Take two half-gaps D₁ < D₂ with the same v and E, where |E| ≤ D₁ and L > 0. Write κ₁, κ₂ for their decay rates and T₁, T₂ for their tunnelling factors. Then

exp(2L(D₂ − D₁)/v) ≤ T₁/T₂ ≤ exp(2L√(D₂² − D₁²)/v).

The lower bound is attained exactly at E = 0, the upper one exactly at |E| = D₁. If D₁ = 0, then E = 0 and the two bounds coincide.

In Lean, `hamiltonian D v k` is the 2 × 2 complex matrix above, while `decayRate D v E` and `tunnelFactor D v E L` are κ and T, with all their arguments real. The theorem `secular_iff_decayRate` ties κ to the determinant. The lower bound with its equality case is `gap_error_inflates_tunnelling`, and the upper one is `tunnelling_inflation_upper`. The hypotheses `hE : |E| ≤ D₁` and `hD : D₁ < D₂` place the energy within both gaps; the edges |E| = D₁ of the smaller one are included.

The factor T is a definition; no scattering problem is solved, so prefactors from matching at the interfaces are absent. Holding v and E fixed is also an idealisation, since a change of electronic-structure method may alter the velocity and the level alignment along with the gap. Within this non-interacting two-band model, the result says how a gap that is too small in an electronic-structure calculation carries over into off-resonant tunnelling.

## From gap difference to decay-rate difference

Write sᵢ = √(Dᵢ² − E²), so that κᵢ = sᵢ/v. Subtracting the squares removes E:

(s₂ − s₁)(s₂ + s₁) = (D₂ − D₁)(D₂ + D₁).

Since sᵢ ≤ Dᵢ and s₂ > 0, we have 0 < s₂ + s₁ ≤ D₂ + D₁, and therefore

s₂ − s₁ ≥ D₂ − D₁.

Equality requires s₂ + s₁ = D₂ + D₁, hence s₁ = D₁ and E = 0. Conversely, E = 0 gives sᵢ = Dᵢ.

For the upper bound, set r = √(D₂² − D₁²) > 0. Then

s₂² = s₁² + r² = (s₁ + r)² − 2s₁r ≤ (s₁ + r)²,

so s₂ − s₁ ≤ r. Equality holds exactly when s₁r = 0, that is s₁ = 0, or |E| = D₁.

Finally,

T₁/T₂ = exp(−2κ₁L)/exp(−2κ₂L) = exp(2L(κ₂ − κ₁)) = exp(2L(s₂ − s₁)/v).

The exponential is strictly increasing and 2L/v > 0, so both bounds and their equality cases carry over.

## The Lean file

```lean
import Mathlib

open Matrix

namespace TwoBandTunnelling

noncomputable section

/-- The two-band Hamiltonian with half-gap `D` and velocity `v` at complex wavenumber `k`. -/
def hamiltonian (D v : ℝ) (k : ℂ) : Matrix (Fin 2) (Fin 2) ℂ :=
  !![(D : ℂ), v * k; v * k, -(D : ℂ)]

/-- The two-band decay rate `sqrt (D² - E²) / v` at energy `E`, for `|E| ≤ D` and `v > 0`. -/
def decayRate (D v E : ℝ) : ℝ := Real.sqrt (D ^ 2 - E ^ 2) / v

/-- The tunnelling factor `exp (-2 κ L)` of a barrier of length `L`, where `κ` is the two-band
decay rate, for `|E| ≤ D` and `v > 0`. -/
def tunnelFactor (D v E L : ℝ) : ℝ := Real.exp (-2 * decayRate D v E * L)

/-- For `v > 0`, `|E| ≤ D` and `κ ≥ 0`, the energy `E` solves the secular equation at the
imaginary wavenumber `iκ` exactly when `κ` is the two-band decay rate. -/
theorem secular_iff_decayRate {D v E κ : ℝ} (hv : 0 < v) (hE : |E| ≤ D) (hκ : 0 ≤ κ) :
    (hamiltonian D v (Complex.I * κ) - (E : ℂ) • (1 : Matrix (Fin 2) (Fin 2) ℂ)).det = 0 ↔
      κ = decayRate D v E := by
  have hmat : hamiltonian D v (Complex.I * κ) - (E : ℂ) • (1 : Matrix (Fin 2) (Fin 2) ℂ) =
      !![(D : ℂ) - E, v * (Complex.I * κ); v * (Complex.I * κ), -(D : ℂ) - E] := by
    ext i j
    fin_cases i <;> fin_cases j <;> simp [hamiltonian]
  -- the secular determinant is real on the imaginary wavenumber axis
  have hdet : (hamiltonian D v (Complex.I * κ)
      - (E : ℂ) • (1 : Matrix (Fin 2) (Fin 2) ℂ)).det =
      ((v ^ 2 * κ ^ 2 - (D ^ 2 - E ^ 2) : ℝ) : ℂ) := by
    rw [hmat, Matrix.det_fin_two_of]
    push_cast
    linear_combination (-((v : ℂ) ^ 2 * (κ : ℂ) ^ 2)) * Complex.I_sq
  have hsq : E ^ 2 ≤ D ^ 2 := sq_le_sq' (abs_le.1 hE).1 (abs_le.1 hE).2
  rw [hdet, Complex.ofReal_eq_zero, decayRate, eq_div_iff hv.ne']
  constructor
  · intro h
    have h' : D ^ 2 - E ^ 2 = (κ * v) ^ 2 := by linear_combination -h
    rw [h', Real.sqrt_sq (by positivity)]
  · intro h
    have h' := Real.sq_sqrt (sub_nonneg.2 hsq)
    rw [← h] at h'
    linear_combination h'

/-- For `v > 0` and `|E| ≤ D₁ < D₂`, the decay rates of the two gaps differ by at least
`(D₂ - D₁) / v`, with equality exactly at midgap, `E = 0`. -/
theorem decayRate_sub_lower {D₁ D₂ v E : ℝ} (hv : 0 < v) (hE : |E| ≤ D₁) (hD : D₁ < D₂) :
    (D₂ - D₁) / v ≤ decayRate D₂ v E - decayRate D₁ v E ∧
      (decayRate D₂ v E - decayRate D₁ v E = (D₂ - D₁) / v ↔ E = 0) := by
  have hD₁ : 0 ≤ D₁ := (abs_nonneg E).trans hE
  have hD₂ : 0 < D₂ := hD₁.trans_lt hD
  have hsq : E ^ 2 ≤ D₁ ^ 2 := sq_le_sq' (abs_le.1 hE).1 (abs_le.1 hE).2
  have hlt : E ^ 2 < D₂ ^ 2 := by nlinarith
  have h1 := Real.sq_sqrt (sub_nonneg.2 hsq)
  have h2 := Real.sq_sqrt (sub_pos.2 hlt).le
  have p1 := Real.sqrt_nonneg (D₁ ^ 2 - E ^ 2)
  have p2 := Real.sqrt_pos.2 (sub_pos.2 hlt)
  have b1 : Real.sqrt (D₁ ^ 2 - E ^ 2) ≤ D₁ :=
    Real.sqrt_le_iff.2 ⟨hD₁, by nlinarith [sq_nonneg E]⟩
  have b2 : Real.sqrt (D₂ ^ 2 - E ^ 2) ≤ D₂ :=
    Real.sqrt_le_iff.2 ⟨hD₂.le, by nlinarith [sq_nonneg E]⟩
  unfold decayRate
  rw [← sub_div, div_left_inj' hv.ne']
  refine ⟨div_le_div_of_nonneg_right ?_ hv.le, ?_, ?_⟩
  · -- compare the two factorisations of `D₂² - D₁²`
    by_contra hc
    nlinarith [mul_pos (sub_pos.2 (not_le.1 hc)) (add_pos_of_pos_of_nonneg p2 p1),
      mul_nonneg (sub_pos.2 hD).le (add_nonneg (sub_nonneg.2 b1) (sub_nonneg.2 b2))]
  · intro h
    have hm : (D₂ - D₁) * (Real.sqrt (D₂ ^ 2 - E ^ 2) + Real.sqrt (D₁ ^ 2 - E ^ 2)) =
        (D₂ - D₁) * (D₂ + D₁) := by
      linear_combination h2 - h1 -
        (Real.sqrt (D₂ ^ 2 - E ^ 2) + Real.sqrt (D₁ ^ 2 - E ^ 2)) * h
    have hs := mul_left_cancel₀ (sub_pos.2 hD).ne' hm
    have he : Real.sqrt (D₁ ^ 2 - E ^ 2) = D₁ := by linarith
    rw [he] at h1
    exact pow_eq_zero_iff (two_ne_zero) |>.1 (by linarith)
  · intro h
    rw [h, show D₂ ^ 2 - (0 : ℝ) ^ 2 = D₂ ^ 2 by ring,
      show D₁ ^ 2 - (0 : ℝ) ^ 2 = D₁ ^ 2 by ring, Real.sqrt_sq hD₂.le, Real.sqrt_sq hD₁]

/-- For `v > 0` and `|E| ≤ D₁ < D₂`, the decay rates of the two gaps differ by at most
`sqrt (D₂² - D₁²) / v`, with equality exactly at the edges `|E| = D₁` of the smaller gap. -/
theorem decayRate_sub_upper {D₁ D₂ v E : ℝ} (hv : 0 < v) (hE : |E| ≤ D₁) (hD : D₁ < D₂) :
    decayRate D₂ v E - decayRate D₁ v E ≤ Real.sqrt (D₂ ^ 2 - D₁ ^ 2) / v ∧
      (decayRate D₂ v E - decayRate D₁ v E = Real.sqrt (D₂ ^ 2 - D₁ ^ 2) / v ↔ |E| = D₁) := by
  have hD₁ : 0 ≤ D₁ := (abs_nonneg E).trans hE
  have hsq : E ^ 2 ≤ D₁ ^ 2 := sq_le_sq' (abs_le.1 hE).1 (abs_le.1 hE).2
  have hlt : D₁ ^ 2 < D₂ ^ 2 := by nlinarith
  have h1 := Real.sq_sqrt (sub_nonneg.2 hsq)
  have h2 := Real.sq_sqrt (sub_nonneg.2 (hsq.trans hlt.le))
  have hr := Real.sq_sqrt (sub_pos.2 hlt).le
  have p1 := Real.sqrt_nonneg (D₁ ^ 2 - E ^ 2)
  have pr := Real.sqrt_pos.2 (sub_pos.2 hlt)
  unfold decayRate
  rw [← sub_div, div_left_inj' hv.ne']
  refine ⟨div_le_div_of_nonneg_right ?_ hv.le, ?_, ?_⟩
  · rw [sub_le_iff_le_add]
    refine Real.sqrt_le_iff.2 ⟨by positivity, ?_⟩
    nlinarith [mul_nonneg pr.le p1]
  · intro h
    -- equality removes the cross term, so the smaller decay rate vanishes
    have hs : Real.sqrt (D₂ ^ 2 - E ^ 2) =
        Real.sqrt (D₁ ^ 2 - E ^ 2) + Real.sqrt (D₂ ^ 2 - D₁ ^ 2) := by linarith
    rw [hs] at h2
    have hm : Real.sqrt (D₁ ^ 2 - E ^ 2) * Real.sqrt (D₂ ^ 2 - D₁ ^ 2) = 0 := by
      linear_combination (h2 - h1 - hr) / 2
    have hz := (mul_eq_zero.1 hm).resolve_right pr.ne'
    rw [hz] at h1
    exact (sq_eq_sq₀ (abs_nonneg E) hD₁).1 (by rw [sq_abs]; linarith)
  · intro h
    have he : E ^ 2 = D₁ ^ 2 := by rw [← h, sq_abs]
    rw [he, sub_self, Real.sqrt_zero, sub_zero]

/-- The ratio of two tunnelling factors is the exponential of `2L` times the difference of the
decay rates. -/
theorem tunnelFactor_ratio (D₁ D₂ v E L : ℝ) :
    tunnelFactor D₁ v E L / tunnelFactor D₂ v E L =
      Real.exp (2 * L * (decayRate D₂ v E - decayRate D₁ v E)) := by
  unfold tunnelFactor
  rw [← Real.exp_sub]
  congr 1
  ring

/-- For `v, L > 0` and `|E| ≤ D₁ < D₂`, replacing the half-gap `D₂` by `D₁` inflates the
tunnelling factor by at least `exp (2L(D₂ - D₁)/v)`, with equality exactly at `E = 0`. -/
theorem gap_error_inflates_tunnelling {D₁ D₂ v E L : ℝ} (hv : 0 < v) (hL : 0 < L)
    (hE : |E| ≤ D₁) (hD : D₁ < D₂) :
    Real.exp (2 * L * (D₂ - D₁) / v) ≤ tunnelFactor D₁ v E L / tunnelFactor D₂ v E L ∧
      (tunnelFactor D₁ v E L / tunnelFactor D₂ v E L = Real.exp (2 * L * (D₂ - D₁) / v) ↔
        E = 0) := by
  obtain ⟨hle, heq⟩ := decayRate_sub_lower hv hE hD
  have h2L : 0 < 2 * L := by positivity
  rw [tunnelFactor_ratio, mul_div_assoc, Real.exp_le_exp, Real.exp_injective.eq_iff,
    mul_right_inj' h2L.ne']
  exact ⟨mul_le_mul_of_nonneg_left hle h2L.le, heq⟩

/-- For `v, L > 0` and `|E| ≤ D₁ < D₂`, the inflation of the tunnelling factor is at most
`exp (2L sqrt (D₂² - D₁²)/v)`, with equality exactly at `|E| = D₁`. -/
theorem tunnelling_inflation_upper {D₁ D₂ v E L : ℝ} (hv : 0 < v) (hL : 0 < L)
    (hE : |E| ≤ D₁) (hD : D₁ < D₂) :
    tunnelFactor D₁ v E L / tunnelFactor D₂ v E L ≤
        Real.exp (2 * L * Real.sqrt (D₂ ^ 2 - D₁ ^ 2) / v) ∧
      (tunnelFactor D₁ v E L / tunnelFactor D₂ v E L =
        Real.exp (2 * L * Real.sqrt (D₂ ^ 2 - D₁ ^ 2) / v) ↔ |E| = D₁) := by
  obtain ⟨hle, heq⟩ := decayRate_sub_upper hv hE hD
  have h2L : 0 < 2 * L := by positivity
  rw [tunnelFactor_ratio, mul_div_assoc, Real.exp_le_exp, Real.exp_injective.eq_iff,
    mul_right_inj' h2L.ne']
  exact ⟨mul_le_mul_of_nonneg_left hle h2L.le, heq⟩

end

end TwoBandTunnelling
```

```lean
#print axioms TwoBandTunnelling.secular_iff_decayRate
-- 'TwoBandTunnelling.secular_iff_decayRate' depends on axioms: [propext, Classical.choice, Quot.sound]
#print axioms TwoBandTunnelling.gap_error_inflates_tunnelling
-- 'TwoBandTunnelling.gap_error_inflates_tunnelling' depends on axioms: [propext, Classical.choice, Quot.sound]
#print axioms TwoBandTunnelling.tunnelling_inflation_upper
-- 'TwoBandTunnelling.tunnelling_inflation_upper' depends on axioms: [propext, Classical.choice, Quot.sound]
```

## Square roots first, exponentials last

In `secular_iff_decayRate`, `hdet` evaluates the determinant as a real number, using i² = −1. What remains is the equivalence between v²κ² = D² − E² and κv = √(D² − E²), where κ ≥ 0 selects the root.

Both `decayRate_sub_lower` and `decayRate_sub_upper` cancel the common v and work with s₁ and s₂. The lower bound is proved by contradiction: if s₂ − s₁ < D₂ − D₁, multiplying by s₂ + s₁ > 0 conflicts with the factorised identity and sᵢ ≤ Dᵢ, and `nlinarith` combines the products. For equality, `mul_left_cancel₀` removes the factor D₂ − D₁ and leaves s₂ + s₁ = D₂ + D₁.

In the upper bound, `nlinarith` receives rs₁ ≥ 0, the cross term of the square. Under equality, `hm` states that this term is zero, and r > 0 then forces s₁ = 0.

The lemma `tunnelFactor_ratio` turns the quotient into one exponential. The last two theorems compare exponents through `Real.exp_le_exp` and `Real.exp_injective`, then cancel 2L. The equality cases need L ≠ 0: at L = 0 the ratio and both bounds equal 1 whatever E is.
